# σ·r reverses the sign of σ·L + 1 eigenvalues on polynomial spinors

Take the constant spinor φ = (1, 0), with ℏ = 1 and L = −i r×∇. Since L kills constants, K = σ·L + 1 gives Kφ = φ. Multiplying by σ·r gives

σ·r φ = (z, x+iy).

On this spinor σ·L acts as −2:

Lz z + (Lx − iLy)(x+iy) = 0 − z − z = −2z
(Lx + iLy) z − Lz(x+iy) = −(x+iy) − (x+iy) = −2(x+iy)

Hence K(σ·r φ) = −σ·r φ. An s₁/₂ angular part has become a p₁/₂ one, and the eigenvalue has changed sign. In the common convention, which labels a two-component angular part by the number κ equal to minus its eigenvalue of K, κ goes from −1 to +1.

In the Dirac equation for a central potential, the upper and lower components of a state with definite j, m_j and parity carry angular parts paired in this way; the theorems below treat polynomial spinors only, without radial functions or a Hamiltonian.

## Spinors and operators

```lean
import Mathlib

open MvPolynomial

namespace StretchedSpinorHarmonics

noncomputable section
```

This loads Mathlib and opens its names for polynomials.

```lean
/-- Polynomial wave functions in the coordinates x, y, z. -/
abbrev Poly := MvPolynomial (Fin 3) ℂ
```

A wave function is a complex polynomial in three variables. `X 0`, `X 1`, `X 2` are x, y, z.

```lean
/-- Two-component spinors with polynomial entries. -/
abbrev Spinor := Poly × Poly
```

A spinor is a pair (u, v), spin up first.

```lean
local notation "𝕚" => (C Complex.I : MvPolynomial (Fin 3) ℂ)

/-- The x component of L = -i r × ∇. -/
def Lx (f : Poly) : Poly := -𝕚 * (X 1 * pderiv 2 f - X 2 * pderiv 1 f)
```

`𝕚` is the constant polynomial i, and `pderiv 2` is ∂/∂z, taken formally. Thus Lx = −i(y∂z − z∂y).

```lean
/-- The y component of L = -i r × ∇. -/
def Ly (f : Poly) : Poly := -𝕚 * (X 2 * pderiv 0 f - X 0 * pderiv 2 f)
```

Ly = −i(z∂x − x∂z).

```lean
/-- The z component of L = -i r × ∇. -/
def Lz (f : Poly) : Poly := -𝕚 * (X 0 * pderiv 1 f - X 1 * pderiv 0 f)
```

Lz = −i(x∂y − y∂x).

```lean
/-- The contraction σ·A of the Pauli matrices with three operators on wave functions. -/
def sigmaDot (A₁ A₂ A₃ : Poly → Poly) (ψ : Spinor) : Spinor :=
  (A₃ ψ.1 + (A₁ ψ.2 - 𝕚 * A₂ ψ.2), A₁ ψ.1 + 𝕚 * A₂ ψ.1 - A₃ ψ.2)
```

For any three operators, this writes out the standard Pauli matrices:

σ·A (u, v) = (A₃u + (A₁ − iA₂)v, (A₁ + iA₂)u − A₃v)

```lean
/-- The operator σ·r. -/
def sigmaR (ψ : Spinor) : Spinor :=
  sigmaDot (fun f => X 0 * f) (fun f => X 1 * f) (fun f => X 2 * f) ψ
```

Here A is multiplication by the coordinates. There is no division by r, so σ·r raises the degree by one.

```lean
/-- The operator σ·∇. -/
def sigmaGrad (ψ : Spinor) : Spinor :=
  sigmaDot (fun f => pderiv 0 f) (fun f => pderiv 1 f) (fun f => pderiv 2 f) ψ
```

Here A is the gradient.

```lean
/-- The spin-orbit operator K = σ·L + 1. -/
def spinOrbitK (ψ : Spinor) : Spinor := sigmaDot Lx Ly Lz ψ + ψ
```

K = σ·L + 1.

```lean
/-- The Laplacian of a wave function. -/
def lap (f : Poly) : Poly :=
  pderiv 0 (pderiv 0 f) + pderiv 1 (pderiv 1 f) + pderiv 2 (pderiv 2 f)
```

Δ = ∂x² + ∂y² + ∂z².

```lean
/-- The Laplacian acting on each component of a spinor. -/
def spinorLap (ψ : Spinor) : Spinor := (lap ψ.1, lap ψ.2)
```

Δ acts on each component separately.

```lean
/-- The combination x + iy. -/
def xiy : Poly := X 0 + 𝕚 * X 1
```

Write w = x + iy.

```lean
/-- The stretched spinor ((x + iy)^l, 0). -/
def stretched (l : ℕ) : Spinor := (xiy ^ l, 0)
```

φ = (wˡ, 0) is the stretched state, with orbital and spin projections both maximal. It is unnormalised: a separate integral over the unit sphere gives squared norm 4π(2ˡ l!)²/(2l+1)!, and the same value for σ·r φ.

## The reversal

```lean
/-- The constant polynomial i squares to -1. -/
theorem i_sq : 𝕚 ^ 2 = -1 := by
  rw [← map_pow, Complex.I_sq, map_neg, map_one]
```

i² = −1, now as an equation between polynomials.

```lean
/-- The partial derivatives of the coordinates are 1 or 0. -/
theorem pderiv_coord (i j : Fin 3) :
    pderiv i (X j : Poly) = if i = j then 1 else 0 := by
  by_cases h : i = j
  · subst h
    rw [pderiv_X_self, if_pos rfl]
  · rw [pderiv_X_of_ne (Ne.symm h), if_neg h]
```

∂ⱼrₖ = δⱼₖ, with indices 0, 1, 2.

```lean
/-- The square of σ·r is multiplication by x² + y² + z². -/
theorem sigmaR_sigmaR (ψ : Spinor) :
    sigmaR (sigmaR ψ) =
      ((X 0 ^ 2 + X 1 ^ 2 + X 2 ^ 2) * ψ.1, (X 0 ^ 2 + X 1 ^ 2 + X 2 ^ 2) * ψ.2) := by
  refine Prod.ext ?_ ?_ <;> simp only [sigmaR, sigmaDot]
  · linear_combination (-(X 1 ^ 2 * ψ.1)) * i_sq
  · linear_combination (-(X 1 ^ 2 * ψ.2)) * i_sq
```

By hand, the first component of (σ·r)²(u, v) is

z(zu + (x−iy)v) + (x−iy)((x+iy)u − zv) = r²u,

and the second is

(x+iy)(zu + (x−iy)v) − z((x+iy)u − zv) = r²v.

The tactic `linear_combination` checks each component by ordinary algebra, once told which multiple of i² = −1 to use.

```lean
/-- Different spinors have different images under σ·r. -/
theorem sigmaR_injective : Function.Injective sigmaR := by
  intro ψ χ h
  -- r² is not the zero polynomial: its value at (1,1,1) is 3
  have hr : (X 0 ^ 2 + X 1 ^ 2 + X 2 ^ 2 : Poly) ≠ 0 := by
    intro h0
    have h1 := congrArg (eval (fun _ => (1 : ℂ))) h0
    norm_num [map_add, map_pow, eval_X] at h1
  have h2 := congrArg sigmaR h
  rw [sigmaR_sigmaR, sigmaR_sigmaR] at h2
  exact Prod.ext (mul_left_cancel₀ hr (congrArg Prod.fst h2))
    (mul_left_cancel₀ hr (congrArg Prod.snd h2))
```

If σ·r ψ = σ·r χ, a second application gives r²ψ = r²χ. The polynomial r² is nonzero, since it equals 3 at (1,1,1), and nonzero polynomials can be cancelled. So ψ = χ.

```lean
/-- The operator σ·L + 1 anticommutes with σ·r on all polynomial spinors. -/
theorem spinOrbitK_sigmaR (ψ : Spinor) :
    spinOrbitK (sigmaR ψ) = -sigmaR (spinOrbitK ψ) := by
  -- the Leibniz rule leaves r·L = 0 and multiples of i² + 1
  refine Prod.ext ?_ ?_ <;>
    simp only [spinOrbitK, sigmaR, sigmaDot, Lx, Ly, Lz, Prod.fst_add, Prod.snd_add,
      Prod.fst_neg, Prod.snd_neg, map_add, map_sub, Derivation.leibniz, smul_eq_mul,
      pderiv_C, pderiv_coord, Fin.reduceEq, reduceIte]
  · linear_combination (2 * X 0 * ψ.2 + 2 * X 2 * ψ.1
      + 2 * X 1 * 𝕚 * (X 2 * pderiv 0 ψ.1 - X 0 * pderiv 2 ψ.1)) * i_sq
  · linear_combination (2 * X 0 * ψ.1 - 2 * X 2 * ψ.2
      + 2 * X 1 * 𝕚 * (X 2 * pderiv 0 ψ.2 - X 0 * pderiv 2 ψ.2)) * i_sq
```

This is the central identity, K σ·r = −σ·r K. By hand, use the Pauli product rule with operator order kept:

(σ·L)(σ·r) = L·r + iσ·(L×r)
(σ·r)(σ·L) = r·L + iσ·(r×L)

Since L is built from r×∇, r·L = 0. The Leibniz rule gives

Lⱼrₖ = rₖLⱼ + i εⱼₖₘ rₘ,

so L·r = r·L = 0 and L×r = −r×L + 2i r. Adding the two products leaves

(σ·L)(σ·r) + (σ·r)(σ·L) = iσ·(2i r) = −2σ·r.

The 1 in K contributes +2σ·r, and the total vanishes. Lean works in components instead: `simp only` applies the Leibniz rule to every derivative, and `linear_combination` removes the multiples of i² + 1.

```lean
/-- A spinor ψ satisfies (σ·L + 1)ψ = cψ exactly when σ·r ψ satisfies the same
equation with -c in place of c. -/
theorem eigenvalue_reversal (c : ℂ) (ψ : Spinor) :
    spinOrbitK ψ = c • ψ ↔ spinOrbitK (sigmaR ψ) = (-c) • sigmaR ψ := by
  have hs : sigmaR (c • ψ) = c • sigmaR ψ := by
    refine Prod.ext ?_ ?_ <;>
      simp only [sigmaR, sigmaDot, Prod.smul_fst, Prod.smul_snd, smul_eq_C_mul] <;> ring
  rw [spinOrbitK_sigmaR, neg_smul, neg_inj, ← hs]
  exact ⟨fun h => congrArg sigmaR h, fun h => sigmaR_injective h⟩
```

If Kψ = cψ, then K(σ·r ψ) = −σ·r Kψ = −c σ·r ψ. Conversely, the second equation gives σ·r(Kψ) = σ·r(cψ), and injectivity removes σ·r. The zero spinor satisfies both equations trivially; for ψ ≠ 0, injectivity also ensures σ·r ψ ≠ 0, so these are true eigenvectors.

## Harmonic partners

```lean
/-- The Laplacian of σ·r ψ is σ·r applied to the Laplacian of ψ, plus 2 σ·∇ψ. -/
theorem spinorLap_sigmaR (ψ : Spinor) :
    spinorLap (sigmaR ψ) = sigmaR (spinorLap ψ) + (sigmaGrad ψ + sigmaGrad ψ) := by
  refine Prod.ext ?_ ?_ <;>
    simp only [spinorLap, lap, sigmaR, sigmaGrad, sigmaDot, Prod.fst_add, Prod.snd_add,
      map_add, map_sub, Derivation.leibniz, smul_eq_mul, pderiv_C, pderiv_coord,
      Fin.reduceEq, reduceIte, mul_zero, mul_one, add_zero] <;> ring
```

For one coordinate, Δ(rⱼf) = rⱼΔf + 2∂ⱼf. Multiplying by σⱼ and summing over j gives

Δ(σ·r ψ) = σ·r Δψ + 2σ·∇ψ.

Lean writes the factor 2 as a sum of two equal terms.

```lean
/-- The three partial derivatives of (x + iy)^n. -/
theorem pderiv_xiy_pow (n : ℕ) :
    pderiv 0 (xiy ^ n) = (n : Poly) * xiy ^ (n - 1) ∧
    pderiv 1 (xiy ^ n) = 𝕚 * ((n : Poly) * xiy ^ (n - 1)) ∧
    pderiv 2 (xiy ^ n) = 0 := by
  have h0 : pderiv 0 xiy = 1 := by
    simp [xiy, Derivation.leibniz]
  have h1 : pderiv 1 xiy = 𝕚 := by
    simp [xiy, Derivation.leibniz]
  have h2 : pderiv 2 xiy = 0 := by
    simp [xiy, Derivation.leibniz]
  refine ⟨?_, ?_, ?_⟩ <;>
    simp only [Derivation.leibniz_pow, h0, h1, h2, smul_eq_mul, nsmul_eq_mul] <;> ring
```

Since ∂x w = 1, ∂y w = i and ∂z w = 0, the chain rule gives n wⁿ⁻¹, i n wⁿ⁻¹ and 0. At n = 0 the prefactor makes all three vanish.

```lean
/-- The stretched spinor is harmonic, is annihilated by σ·∇, and has eigenvalue l + 1
under σ·L + 1. -/
theorem stretched_equations (l : ℕ) :
    spinorLap (stretched l) = 0 ∧ sigmaGrad (stretched l) = 0 ∧
    spinOrbitK (stretched l) = ((l : ℂ) + 1) • stretched l := by
  have d0 := fun n => (pderiv_xiy_pow n).1
  have d1 := fun n => (pderiv_xiy_pow n).2.1
  have d2 := fun n => (pderiv_xiy_pow n).2.2
  -- Euler's relation for the power (x + iy)^l
  have hg : (X 0 + 𝕚 * X 1) * ((l : Poly) * xiy ^ (l - 1)) = (l : Poly) * xiy ^ l := by
    change xiy * _ = _
    cases l with
    | zero => simp
    | succ m => rw [Nat.add_sub_cancel, pow_succ]; ring
  refine ⟨Prod.ext ?_ ?_, Prod.ext ?_ ?_, Prod.ext ?_ ?_⟩
  · simp only [spinorLap, lap, stretched, d0, d1, d2, Derivation.leibniz, smul_eq_mul,
      pderiv_C, Derivation.map_natCast, map_zero, Prod.fst_zero]
    linear_combination ((l : Poly) * (((l - 1 : ℕ) : Poly) * xiy ^ (l - 1 - 1))) * i_sq
  · simp [spinorLap, lap, stretched]
  · simp [sigmaGrad, sigmaDot, stretched, d2]
  · simp only [sigmaGrad, sigmaDot, stretched, d0, d1, map_zero, Prod.snd_zero]
    linear_combination ((l : Poly) * xiy ^ (l - 1)) * i_sq
  · simp only [spinOrbitK, sigmaDot, Lx, Ly, Lz, stretched, d0, d1, map_zero,
      Prod.fst_add, Prod.smul_fst, smul_eq_C_mul, map_add, map_natCast, map_one]
    linear_combination hg - (X 0 * ((l : Poly) * xiy ^ (l - 1))) * i_sq
  · simp only [spinOrbitK, sigmaDot, Lx, Ly, Lz, stretched, d0, d1, d2, map_zero,
      Prod.snd_add, Prod.smul_snd, smul_zero]
    ring
```

The three claims follow from these derivatives:

Δwˡ = l(l−1)wˡ⁻²(1 + i²) = 0
σ·∇φ = (0, l wˡ⁻¹(1 + i²)) = 0
Lz wˡ = −i(ix − y) l wˡ⁻¹ = w · l wˡ⁻¹ = l wˡ

Terms with a negative power have coefficient zero. Also Lx wˡ = −z l wˡ⁻¹ and iLy wˡ = +z l wˡ⁻¹, so the lower component of σ·L φ vanishes. Therefore Kφ = (l+1)φ. The step `hg` is the relation w · l wˡ⁻¹ = l wˡ, with l = 0 treated separately.

```lean
/-- For every l the spinors φ = ((x + iy)^l, 0) and σ·r φ are nonzero and harmonic, and
they have eigenvalues l + 1 and -(l + 1) under σ·L + 1. -/
theorem stretched_pair (l : ℕ) :
    (stretched l ≠ 0 ∧ spinorLap (stretched l) = 0 ∧
      spinOrbitK (stretched l) = ((l : ℂ) + 1) • stretched l) ∧
    (sigmaR (stretched l) ≠ 0 ∧ spinorLap (sigmaR (stretched l)) = 0 ∧
      spinOrbitK (sigmaR (stretched l)) = (-((l : ℂ) + 1)) • sigmaR (stretched l)) := by
  obtain ⟨hlap, hgrad, hK⟩ := stretched_equations l
  have hR0 : sigmaR 0 = 0 := by simp [sigmaR, sigmaDot]
  have hx : xiy ≠ 0 := by
    intro h
    have h1 := (pderiv_xiy_pow 1).1
    rw [h] at h1
    simp at h1
  have hne : stretched l ≠ 0 := fun h => pow_ne_zero l hx (congrArg Prod.fst h)
  refine ⟨⟨hne, hlap, hK⟩, fun h => hne (sigmaR_injective (h.trans hR0.symm)), ?_,
    (eigenvalue_reversal _ _).1 hK⟩
  -- both terms in the Laplacian of σ·r φ vanish
  rw [spinorLap_sigmaR, hlap, hgrad, hR0, add_zero, add_zero]

end

end StretchedSpinorHarmonics
```

```lean
#print axioms StretchedSpinorHarmonics.eigenvalue_reversal
#print axioms StretchedSpinorHarmonics.stretched_pair
```

```
'StretchedSpinorHarmonics.eigenvalue_reversal' depends on axioms: [propext, Classical.choice, Quot.sound]
'StretchedSpinorHarmonics.stretched_pair' depends on axioms: [propext, Classical.choice, Quot.sound]
```

For every l ≥ 0, φ and σ·r φ are nonzero and harmonic, with K eigenvalues l+1 and −(l+1). As ∂x w = 1, w is nonzero, hence so is φ, and injectivity carries this to the partner. The reversal theorem supplies the partner's eigenvalue. Its Laplacian is σ·r Δφ + 2σ·∇φ, where both terms vanish. For each l the pair covers only the total angular momentum projection m_j = l + 1/2, not the whole multiplet.

## The opposite projection, and a partner that is not harmonic

The same argument works for (0, (x−iy)ˡ): it is harmonic, σ·∇ annihilates it, and K gives l+1. Its σ·r partner is therefore harmonic with eigenvalue −(l+1).

The condition σ·∇ψ = 0 matters for harmonicity. Take ψ = (z, x+iy) from the opening example. It is harmonic and an eigenvector of K, but σ·∇ψ = (3, 0). Its partner is σ·r ψ = (r², 0), whose Laplacian is (6, 0). The eigenvalue still reverses, from −1 to +1, but the partner is no longer harmonic.
